# A positive semidefinite repulsion carries a matrix ground energy across a fixed threshold at most once

Suppose a calculation finds an atom bound at one nuclear charge and unbound at a smaller one. If binding could return at a still smaller charge, there would be a second crossing outside that interval, and "the critical charge" would name no definite number. Two-level matrices can already behave this way when the interaction is not positive semidefinite.

In atomic units, for a nonrelativistic two-electron atom with a fixed nucleus of charge $Z$, measuring lengths in units of $1/Z$ turns the Hamiltonian into $Z^2H+ZV=Z^2(H+xV)$, with $x=1/Z$. Here $H$ holds the kinetic energy and nuclear attraction at unit charge, and $V$ is the electron repulsion. The ionisation threshold is $Z^2t$ with $t$ constant, because the remaining ion has one electron. Below, $H$ and $V$ are finite real symmetric matrices, $t$ is a given number, and "bound" means that the ground energy lies below threshold. If $V$ is positive semidefinite, has a positive mean in some eigenvector of $H$, and lifts the ground energy to $t$ at some coupling, there is exactly one critical coupling $x_c$: the model is bound for $x<x_c$ and not bound for $x\ge x_c$.

## Ground energy as a least eigenvalue

```lean
import Mathlib

open Matrix

namespace CriticalNuclearCharge

variable {n : Type*} [Fintype n] [DecidableEq n]
```

The type `n` labels a finite orthonormal basis.

```lean
/-- The number `e` is the ground energy of the real matrix `A`: the least of its eigenvalues. -/
def IsGroundEnergy (A : Matrix n n ℝ) (e : ℝ) : Prop :=
  IsLeast {μ : ℝ | ∃ v : n → ℝ, v ≠ 0 ∧ A *ᵥ v = μ • v} e
```

In `IsGroundEnergy A e`, the set contains every $\mu$ for which $Av=\mu v$ has a nonzero real solution $v$. `IsLeast` says that $e$ belongs to this set and that no member is smaller. The symbol `*ᵥ` applies a matrix to a vector, and `•` multiplies by a number.

```lean
omit [DecidableEq n] in
private lemma self_pos {v : n → ℝ} (hv : v ≠ 0) : 0 < v ⬝ᵥ v :=
  lt_of_le_of_ne (Finset.sum_nonneg fun i _ => mul_self_nonneg (v i))
    (fun h => hv (dotProduct_self_eq_zero.mp h.symm))
```

A nonzero vector has $v\cdot v>0$. The dot product is written `⬝ᵥ`; the vectors are real, so no complex conjugation appears.

```lean
omit [DecidableEq n] in
private lemma expect_add (H V : Matrix n n ℝ) (x : ℝ) (v : n → ℝ) :
    v ⬝ᵥ (H + x • V) *ᵥ v = v ⬝ᵥ H *ᵥ v + x * (v ⬝ᵥ V *ᵥ v) := by
  rw [Matrix.add_mulVec, Matrix.smul_mulVec, dotProduct_add, dotProduct_smul, smul_eq_mul]
```

The energy expectation is linear in the coupling: $v\cdot(H+xV)v=v\cdot Hv+x\,v\cdot Vv$.

```lean
omit [Fintype n] [DecidableEq n] in
private lemma herm_add {H V : Matrix n n ℝ} (hH : H.IsHermitian) (hV : V.IsHermitian)
    (x : ℝ) : (H + x • V).IsHermitian := by
  unfold Matrix.IsHermitian
  rw [Matrix.conjTranspose_add, Matrix.conjTranspose_smul, hH.eq, hV.eq, star_trivial]
```

If $H$ and $V$ are symmetric, so is $H+xV$. For real matrices, `IsHermitian` means symmetric.

```lean
/-- Every real symmetric Hamiltonian on a nonempty finite basis has a ground energy. -/
theorem exists_groundEnergy [Nonempty n] {A : Matrix n n ℝ} (hA : A.IsHermitian) :
    ∃ e, IsGroundEnergy A e := by
  obtain ⟨i, hi⟩ := Finite.exists_min hA.eigenvalues
  refine ⟨hA.eigenvalues i, ⟨(hA.eigenvectorBasis i).ofLp, ?_, hA.mulVec_eigenvectorBasis i⟩, ?_⟩
  · exact fun h => hA.eigenvectorBasis.orthonormal.ne_zero i (by ext j; exact congrFun h j)
  · rintro μ ⟨v, hv, h⟩
    -- an eigenvalue lies in the spectrum, which the spectral theorem lists
    have hsp : μ ∈ spectrum ℝ A := by
      rw [spectrum.mem_iff]
      rintro ⟨u, hu⟩
      apply hv
      have h0 : (u : Matrix n n ℝ) *ᵥ v = 0 := by
        rw [hu, Matrix.sub_mulVec, h, Algebra.algebraMap_eq_smul_one, Matrix.smul_mulVec,
          Matrix.one_mulVec, sub_self]
      calc v = ((↑u⁻¹ : Matrix n n ℝ) * (u : Matrix n n ℝ)) *ᵥ v := by
            rw [Units.inv_mul, Matrix.one_mulVec]
        _ = 0 := by rw [← Matrix.mulVec_mulVec, h0, Matrix.mulVec_zero]
    rw [hA.spectrum_real_eq_range_eigenvalues] at hsp
    obtain ⟨j, rfl⟩ := hsp
    exact hi j
```

Every symmetric matrix on a nonempty basis has a ground energy. The spectral theorem supplies an orthonormal eigenbasis with a finite list of eigenvalues, and `Finite.exists_min` picks the smallest.

It remains to show that no eigenvalue is missing from the list. If $Av=\mu v$ with $v\neq0$, then $\mu\mathbf 1-A$ sends $v$ to zero and has no inverse. Hence $\mu$ lies in the spectrum, which is the step `hsp`, and Mathlib identifies the spectrum with the list.

```lean
/-- Variational principle: for a real symmetric Hamiltonian, the energy expectation of any
trial vector is at least the ground energy times its squared norm. -/
theorem variational {A : Matrix n n ℝ} (hA : A.IsHermitian) {e : ℝ}
    (he : IsGroundEnergy A e) (v : n → ℝ) : e * (v ⬝ᵥ v) ≤ v ⬝ᵥ A *ᵥ v := by
  have hB : (A - e • (1 : Matrix n n ℝ)).IsHermitian := by
    unfold Matrix.IsHermitian
    rw [Matrix.conjTranspose_sub, Matrix.conjTranspose_smul, Matrix.conjTranspose_one, hA.eq,
      star_trivial]
  -- measured from the ground energy, all eigenvalues are nonnegative
  have hp : (A - e • (1 : Matrix n n ℝ)).PosSemidef := by
    rw [hB.posSemidef_iff_eigenvalues_nonneg]
    intro i
    have hi := hB.mulVec_eigenvectorBasis i
    rw [Matrix.sub_mulVec, Matrix.smul_mulVec, Matrix.one_mulVec] at hi
    have h0 : (hB.eigenvectorBasis i).ofLp ≠ 0 := fun h =>
      hB.eigenvectorBasis.orthonormal.ne_zero i (by ext j; exact congrFun h j)
    have h1 : e ≤ hB.eigenvalues i + e :=
      he.2 ⟨_, h0, by rw [add_smul, ← hi, sub_add_cancel]⟩
    show 0 ≤ hB.eigenvalues i
    linarith
  have h := hp.dotProduct_mulVec_nonneg v
  rw [star_trivial, Matrix.sub_mulVec, Matrix.smul_mulVec, Matrix.one_mulVec, dotProduct_sub,
    dotProduct_smul, smul_eq_mul] at h
  linarith
```

This is the variational principle, $e\,(v\cdot v)\le v\cdot Av$, for vectors that need not be normalised. If $u$ is an eigenvector of $A-e\mathbf 1$ with eigenvalue $\beta$, then $Au=(\beta+e)u$. Since $e$ is the least eigenvalue of $A$, we have $e\le\beta+e$, so $\beta\ge0$. Thus $A-e\mathbf 1$ is positive semidefinite (`hp`), and $v\cdot(A-e\mathbf 1)v\ge0$ is the claim.

## The first-order estimate and monotonicity

```lean
variable {H V : Matrix n n ℝ} {E : ℝ → ℝ} {ψ : n → ℝ} {e₀ t : ℝ}

/-- Let `H` and `V` be real symmetric, and `ψ` a unit eigenvector of `H` with energy `e₀` and
positive mean repulsion `⟨ψ, V ψ⟩`. For `x < (t - e₀) / ⟨ψ, V ψ⟩` the ground energy of `H + x V` is
below `t`. -/
theorem below_threshold (hH : H.IsHermitian) (hV : V.IsHermitian)
    (hψ : H *ᵥ ψ = e₀ • ψ) (hn : ψ ⬝ᵥ ψ = 1) (hb : 0 < ψ ⬝ᵥ V *ᵥ ψ)
    {x e : ℝ} (he : IsGroundEnergy (H + x • V) e)
    (hx : x < (t - e₀) / (ψ ⬝ᵥ V *ᵥ ψ)) : e < t := by
  have h := variational (herm_add hH hV x) he ψ
  rw [expect_add, hψ, dotProduct_smul, smul_eq_mul, hn] at h
  rw [lt_div_iff₀ hb] at hx
  linarith
```

Let $H\psi=e_0\psi$, $\psi\cdot\psi=1$ and $b=\psi\cdot V\psi>0$. With $\psi$ as trial vector, the ground energy $e$ of $H+xV$ satisfies

$$e\le\psi\cdot(H+xV)\psi=e_0+xb<t\qquad\text{whenever } x<\frac{t-e_0}{b}.$$

The lines after `have h` carry out this calculation. The vector $\psi$ may be any eigenvector of $H$, although the lowest one is the natural choice. At this stage $V$ need only be symmetric with positive mean in $\psi$.

```lean
/-- For a real symmetric `H` and a positive semidefinite repulsion `V`, the ground energy of
`H + x V` never decreases as the coupling `x` grows. -/
theorem groundEnergy_monotone (hH : H.IsHermitian) (hV : V.PosSemidef)
    (hE : ∀ x, IsGroundEnergy (H + x • V) (E x)) : Monotone E := by
  intro x y hxy
  obtain ⟨v, hv, h⟩ := (hE y).1
  have hq : v ⬝ᵥ (H + y • V) *ᵥ v = E y * (v ⬝ᵥ v) := by
    rw [h, dotProduct_smul, smul_eq_mul]
  have hx := variational (herm_add hH hV.isHermitian x) (hE x) v
  have hp := hV.dotProduct_mulVec_nonneg v
  rw [star_trivial] at hp
  rw [expect_add] at hq hx
  have := mul_le_mul_of_nonneg_right hxy hp
  exact le_of_mul_le_mul_right (by linarith) (self_pos hv)
```

The hypothesis `hE` says that $E(x)$ is the ground energy of $H+xV$ for every real $x$. Let $x\le y$, and let $v$ be an eigenvector of $H+yV$ at energy $E(y)$. Then

$$E(x)\,v\cdot v\le v\cdot Hv+x\,v\cdot Vv\le v\cdot Hv+y\,v\cdot Vv=E(y)\,v\cdot v.$$

The first inequality is variational (`hx`), and the second uses $v\cdot Vv\ge0$ (`hp`). Dividing by $v\cdot v>0$ gives $E(x)\le E(y)$, so an energy that has reached $t$ stays at or above $t$ for larger couplings.

A positive mean in $\psi$ alone would not be enough. Take $H=\mathrm{diag}(-1,1)$ and $V=\mathrm{diag}(1,-1)$, with $\psi$ the first basis vector. Then $E(x)=\min(x-1,\,1-x)$ rises to $0$ at $x=1$ and falls again, so for $t=-\tfrac12$ binding is lost and regained.

## Continuity and the critical coupling

```lean
/-- For a real symmetric `H` and a positive semidefinite repulsion `V`, the ground energy of
`H + x V` is a continuous function of the coupling `x`. -/
theorem groundEnergy_continuous (hH : H.IsHermitian) (hV : V.PosSemidef)
    (hE : ∀ x, IsGroundEnergy (H + x • V) (E x)) : Continuous E := by
  obtain ⟨w, hw, -⟩ := (hE 0).1
  obtain ⟨i, -⟩ := Function.ne_iff.mp hw
  have : Nonempty n := ⟨i⟩
  have hN : (-V).IsHermitian := by
    unfold Matrix.IsHermitian
    rw [Matrix.conjTranspose_neg, hV.isHermitian.eq]
  -- the ground energy `m` of `-V` bounds the repulsion from above
  obtain ⟨m, hm⟩ := exists_groundEnergy hN
  refine (LipschitzWith.of_le_add_mul' |m| fun x y => ?_).continuous
  rw [Real.dist_eq]
  rcases le_total x y with hxy | hxy
  · have h1 := groundEnergy_monotone hH hV hE hxy
    have h2 : 0 ≤ |m| * |x - y| := by positivity
    linarith
  · obtain ⟨v, hv, h⟩ := (hE y).1
    have hq : v ⬝ᵥ (H + y • V) *ᵥ v = E y * (v ⬝ᵥ v) := by
      rw [h, dotProduct_smul, smul_eq_mul]
    have hx := variational (herm_add hH hV.isHermitian x) (hE x) v
    have hv' := variational hN hm v
    rw [Matrix.neg_mulVec, dotProduct_neg] at hv'
    rw [expect_add] at hq hx
    have hs := self_pos hv
    have h1 : v ⬝ᵥ V *ᵥ v ≤ |m| * (v ⬝ᵥ v) := by
      have := mul_le_mul_of_nonneg_right (neg_le_abs m) hs.le
      linarith
    have h2 := mul_le_mul_of_nonneg_left h1 (sub_nonneg.mpr hxy)
    rw [abs_of_nonneg (sub_nonneg.mpr hxy)]
    exact le_of_mul_le_mul_right (by linarith) hs
```

Let $m$ be the least eigenvalue of $-V$. The variational principle for $-V$ gives $v\cdot Vv\le-m\,v\cdot v\le|m|\,v\cdot v$. For $x\ge y$, take a ground vector $v$ of $H+yV$ as trial vector at $x$:

$$E(x)\,v\cdot v\le E(y)\,v\cdot v+(x-y)\,v\cdot Vv\le\bigl(E(y)+|m|(x-y)\bigr)\,v\cdot v.$$

For $x\le y$, monotonicity already gives $E(x)\le E(y)$. Both cases yield $E(x)\le E(y)+|m||x-y|$, and `LipschitzWith.of_le_add_mul'` turns this one-sided bound into Lipschitz continuity.

```lean
/-- Critical coupling: let `H` be real symmetric, `V` positive semidefinite and `ψ` a unit
eigenvector of `H` with energy `e₀` and `⟨ψ, V ψ⟩ > 0`. If the ground energy of `H + x V` is at
least `t` for some coupling, it equals `t` at some `xc ≥ (t - e₀) / ⟨ψ, V ψ⟩` and is below `t`
exactly for `x < xc`. -/
theorem critical_coupling (hH : H.IsHermitian) (hV : V.PosSemidef)
    (hE : ∀ x, IsGroundEnergy (H + x • V) (E x))
    (hψ : H *ᵥ ψ = e₀ • ψ) (hn : ψ ⬝ᵥ ψ = 1) (hb : 0 < ψ ⬝ᵥ V *ᵥ ψ)
    (hu : ∃ x, t ≤ E x) :
    ∃ xc, (t - e₀) / (ψ ⬝ᵥ V *ᵥ ψ) ≤ xc ∧ E xc = t ∧ ∀ x, E x < t ↔ x < xc := by
  have hmono := groundEnergy_monotone hH hV hE
  have hcont := groundEnergy_continuous hH hV hE
  have hlow : ∀ x ∈ {x | t ≤ E x}, (t - e₀) / (ψ ⬝ᵥ V *ᵥ ψ) ≤ x := fun x hx =>
    le_of_not_gt fun h =>
      not_lt_of_ge hx (below_threshold hH hV.isHermitian hψ hn hb (hE x) h)
  have hbdd : BddBelow {x | t ≤ E x} := ⟨_, hlow⟩
  -- the critical coupling is the first one at which the threshold is reached
  have hmem : t ≤ E (sInf {x | t ≤ E x}) :=
    (isClosed_le continuous_const hcont).csInf_mem hu hbdd
  refine ⟨sInf {x | t ≤ E x}, le_csInf hu hlow, le_antisymm ?_ hmem, fun x => ⟨?_, ?_⟩⟩
  · obtain ⟨x₁, h₁⟩ := hu
    have h₀ : E ((t - e₀) / (ψ ⬝ᵥ V *ᵥ ψ) - 1) < t :=
      below_threshold hH hV.isHermitian hψ hn hb (hE _) (by linarith)
    have hle : (t - e₀) / (ψ ⬝ᵥ V *ᵥ ψ) - 1 ≤ x₁ := by linarith [hlow x₁ h₁]
    obtain ⟨z, -, hz⟩ := intermediate_value_Icc hle hcont.continuousOn ⟨h₀.le, h₁⟩
    exact (hmono (csInf_le hbdd hz.ge)).trans hz.le
  · exact fun h => lt_of_not_ge fun hx => not_lt_of_ge (hmem.trans (hmono hx)) h
  · exact fun h => lt_of_not_ge fun hx => not_lt_of_ge (csInf_le hbdd hx) h
```

Let $S=\{x: t\le E(x)\}$. It is nonempty by `hu`, and the first-order estimate bounds it below by $(t-e_0)/b$. Set $x_c=\inf S$, so $x_c\ge(t-e_0)/b$.

Since $E$ is continuous, $S$ is closed and contains its infimum; hence $E(x_c)\ge t$. For the opposite inequality, $E<t$ at $(t-e_0)/b-1$ and $E\ge t$ at some $x_1$. The intermediate value theorem gives a $z$ between them with $E(z)=t$. Then $z\in S$, so $x_c\le z$, and monotonicity gives $E(x_c)\le E(z)=t$.

The last two bullets prove the equivalence. If $E(x)<t$ but $x\ge x_c$, monotonicity would force $E(x)\ge t$. If $x<x_c$, then $x$ is not in $S$, so $E(x)<t$.

The hypothesis `hu` is a real condition on the model. For $H=\mathrm{diag}(-1,-\tfrac12)$ and $V=\mathrm{diag}(1,0)$, the second state feels no repulsion, and the ground energy never reaches $t=0$.

**A closer look at `csInf_mem`.** In Lean, `sInf` assigns a real number to every set of reals, even to an empty set or one unbounded below, where that number means nothing here. The line

`(isClosed_le continuous_const hcont).csInf_mem hu hbdd`

therefore supplies three facts: $S$ is closed, nonempty and bounded below. They come from continuity, from the assumption that the threshold is reached, and from the first-order estimate. In return, Mathlib gives $x_c\in S$, so the infimum is a coupling at which the threshold has been reached.

## From coupling to nuclear charge

```lean
omit [DecidableEq n] in
/-- Multiplying a Hamiltonian by a positive number multiplies its ground energy by it. -/
theorem groundEnergy_scale {A : Matrix n n ℝ} {e c : ℝ} (hc : 0 < c)
    (he : IsGroundEnergy A e) : IsGroundEnergy (c • A) (c * e) := by
  obtain ⟨⟨v, hv, h⟩, hmin⟩ := he
  refine ⟨⟨v, hv, by rw [Matrix.smul_mulVec, h, smul_smul]⟩, ?_⟩
  rintro μ ⟨w, hw, hμ⟩
  have h1 : e ≤ c⁻¹ * μ := hmin ⟨w, hw, by
    rw [mul_smul, ← hμ, Matrix.smul_mulVec, smul_smul, inv_mul_cancel₀ hc.ne', one_smul]⟩
  calc c * e ≤ c * (c⁻¹ * μ) := mul_le_mul_of_nonneg_left h1 hc.le
    _ = μ := by rw [← mul_assoc, mul_inv_cancel₀ hc.ne', one_mul]
```

Multiplying a matrix by $c>0$ multiplies its ground energy by $c$: the eigenvectors are unchanged, and the order of the eigenvalues is preserved.

```lean
/-- Critical nuclear charge: let `H` be real symmetric, `V` positive semidefinite and `ψ` a unit
eigenvector of `H` with energy `e₀ < t` and `⟨ψ, V ψ⟩ > 0`. If the ground energy of `Z² H + Z V` is
at least `Z² t` for some `Z > 0`, there is a charge `0 < Zc ≤ ⟨ψ, V ψ⟩ / (t - e₀)` such that, among
`Z > 0`, it is below `Z² t` exactly for `Z > Zc`. -/
theorem critical_charge (hH : H.IsHermitian) (hV : V.PosSemidef)
    (hψ : H *ᵥ ψ = e₀ • ψ) (hn : ψ ⬝ᵥ ψ = 1) (hb : 0 < ψ ⬝ᵥ V *ᵥ ψ) (ht : e₀ < t)
    (hu : ∃ Z W : ℝ, 0 < Z ∧ IsGroundEnergy (Z ^ 2 • H + Z • V) W ∧ Z ^ 2 * t ≤ W) :
    ∃ Zc, 0 < Zc ∧ Zc ≤ (ψ ⬝ᵥ V *ᵥ ψ) / (t - e₀) ∧
      ∀ Z W : ℝ, 0 < Z → IsGroundEnergy (Z ^ 2 • H + Z • V) W → (W < Z ^ 2 * t ↔ Zc < Z) := by
  obtain ⟨Z₁, W₁, hZ₁, hW₁, h₁⟩ := hu
  obtain ⟨w, hw, -⟩ := hW₁.1
  obtain ⟨i, -⟩ := Function.ne_iff.mp hw
  have : Nonempty n := ⟨i⟩
  choose E hE using fun x : ℝ => exists_groundEnergy (herm_add hH hV.isHermitian x)
  -- in scaled units the coupling is the inverse charge
  have key : ∀ Z W : ℝ, 0 < Z → IsGroundEnergy (Z ^ 2 • H + Z • V) W →
      W = Z ^ 2 * E Z⁻¹ := by
    intro Z W hZ hW
    have h := groundEnergy_scale (pow_pos hZ 2) (hE Z⁻¹)
    have hs : Z ^ 2 * Z⁻¹ = Z := by field_simp
    rw [smul_add, smul_smul, hs] at h
    exact IsLeast.unique hW h
  rw [key Z₁ W₁ hZ₁ hW₁] at h₁
  obtain ⟨xc, hxc, -, hiff⟩ := critical_coupling hH hV hE hψ hn hb
    ⟨Z₁⁻¹, le_of_mul_le_mul_left h₁ (pow_pos hZ₁ 2)⟩
  have hpos : 0 < (t - e₀) / (ψ ⬝ᵥ V *ᵥ ψ) := div_pos (sub_pos.mpr ht) hb
  have hxpos : 0 < xc := hpos.trans_le hxc
  refine ⟨xc⁻¹, inv_pos.mpr hxpos, ?_, fun Z W hZ hW => ?_⟩
  · rw [← inv_div]
    exact inv_anti₀ hpos hxc
  · rw [key Z W hZ hW, mul_lt_mul_iff_right₀ (pow_pos hZ 2), hiff, inv_lt_comm₀ hZ hxpos]

end CriticalNuclearCharge
```

Now assume $e_0<t$, and let $W$ be the ground energy of $Z^2H+ZV$ for $Z>0$. Scaling gives $W=Z^2E(1/Z)$, which is the step `key`. Therefore

$$W<Z^2t\iff E(1/Z)<t\iff \frac1Z<x_c\iff Z>\frac1{x_c}=Z_c.$$

Because $x_c\ge(t-e_0)/b>0$, inversion gives $0<Z_c\le b/(t-e_0)$. The hypothesis `hu` now asks for one positive charge at which the system is not bound.

For a two-electron calculation in a fixed finite basis in scaled coordinates, with $V$ positive semidefinite, one bound and one unbound charge thus bracket the matrix model's critical charge. How close that charge is to the atom's is a question of basis convergence. With more electrons, the scaled threshold itself generally depends on $Z$, and a constant $t$ is then an idealisation.

## A two-level example

Take $t=0$ and

$$H=\begin{pmatrix}-1&0\\0&0\end{pmatrix},\qquad V=\begin{pmatrix}1&1\\1&2\end{pmatrix},\qquad \psi=\begin{pmatrix}1\\0\end{pmatrix}.$$

The matrix $V$ has determinant $1$ and trace $3$, so it is positive. Here $e_0=-1$ and $b=1$, and the first-order estimate guarantees binding for $x<1$. The exact condition comes from

$$\det(H+xV)=(x-1)\,2x-x^2=x(x-2).$$

For $0<x<2$ the determinant is negative, so one eigenvalue lies below zero. At $x=2$ the eigenvalues are $0$ and $5$, and for $x>2$ both are positive. Hence $x_c=2$ and $Z_c=\tfrac12$, consistent with the bounds $x_c\ge1$ and $Z_c\le1$. At $x=1$, where the trial energy is exactly $0$, the ground energy is $1-\sqrt2\approx-0.414$: mixing with the second state keeps the system bound.

```lean
#print axioms CriticalNuclearCharge.groundEnergy_continuous
-- 'CriticalNuclearCharge.groundEnergy_continuous' depends on axioms: [propext, Classical.choice, Quot.sound]
#print axioms CriticalNuclearCharge.critical_charge
-- 'CriticalNuclearCharge.critical_charge' depends on axioms: [propext, Classical.choice, Quot.sound]
```
